# Gaussian and uniform nuclei of equal rms radius: two potentials that cross exactly once

In a heavy atom the s electrons have appreciable density at the nucleus, so Dirac–Coulomb calculations often replace the point charge by a finite distribution. Two common choices are a Gaussian and a uniformly charged sphere, with their parameters fixed by the same rms radius. Is one of the resulting potentials deeper everywhere? If so, a pointwise comparison could order the energies. For a positive nuclear charge it is not: the Gaussian potential is lower at the centre and higher from the surface of the sphere outwards.

In Lean 4 with Mathlib:

```lean
import Mathlib

open Real Set MeasureTheory

namespace FiniteNucleus

noncomputable section
```

## The two potentials

In atomic units, an electron at distance \(r\) from a spherical charge density \(\rho\) has potential energy

\[
V(r)=-\frac{Q(r)}{r}-\int_r^\infty 4\pi x\,\rho(x)\,dx,
\]

where \(Q(r)\) is the charge within \(r\). For \(\rho(r)=Z(\eta/\pi)^{3/2}e^{-\eta r^2}\), with nuclear charge \(Z\) and exponent \(\eta\),

\[
Q(r)=Z\left[\operatorname{erf}(\sqrt\eta\,r)-2r\sqrt{\eta/\pi}\,e^{-\eta r^2}\right],
\]

and the outer integral is \(2Z\sqrt{\eta/\pi}\,e^{-\eta r^2}\). The exponentials cancel, leaving \(-Z\operatorname{erf}(\sqrt\eta\,r)/r\). Substituting \(u=rt\) in the error function gives a form that is also regular at \(r=0\):

\[
V_G(r)=-\frac{2Z}{\sqrt\pi}\int_0^{\sqrt\eta}e^{-r^2t^2}\,dt .
\]

```lean
/-- Potential energy of an electron at distance `r` from a Gaussian nucleus of charge `Z` and
exponent `η > 0`, in atomic units. -/
def gaussianPotential (Z η r : ℝ) : ℝ :=
  -(2 * Z / √π) * ∫ t in (0 : ℝ)..√η, exp (-r ^ 2 * t ^ 2)
```

For a uniform sphere of radius \(R\), the enclosed charge at \(r\le R\) is \(Zr^3/R^3\), and the outer shells contribute \(3Z(R^2-r^2)/(2R^3)\). Hence

\[
V_U(r)=-\frac{Z}{2R}\left(3-\frac{r^2}{R^2}\right)\quad(r\le R),\qquad V_U(r)=-\frac Zr\quad(r>R).
\]

```lean
/-- Potential energy of an electron at distance `r ≥ 0` from a uniformly charged sphere of
charge `Z` and radius `R > 0`, in atomic units. -/
def uniformPotential (Z R r : ℝ) : ℝ :=
  if r ≤ R then -(Z / (2 * R)) * (3 - r ^ 2 / R ^ 2) else -(Z / r)
```

The file takes both formulas as definitions; the electrostatic derivation above is not formalised.

## Matching the radii

The mean square radius is a ratio of radial moments,

\[
\langle r^2\rangle=\frac{\int_0^\infty r^4\rho(r)\,dr}{\int_0^\infty r^2\rho(r)\,dr}.
\]

Normalisation cancels, so the profiles \(e^{-\eta r^2}\) and “1 inside, 0 outside” suffice.

```lean
/-- Radial profile of the Gaussian charge density, up to normalisation. -/
def gaussianProfile (η r : ℝ) : ℝ := exp (-η * r ^ 2)

/-- Radial profile of the uniform charge density, up to normalisation. -/
def uniformProfile (R r : ℝ) : ℝ := if r ≤ R then 1 else 0

/-- Mean square radius of a spherical charge density with finite moments and nonzero total
charge. -/
def meanSquareRadius (ρ : ℝ → ℝ) : ℝ :=
  (∫ r in Ioi (0 : ℝ), r ^ 4 * ρ r) / ∫ r in Ioi (0 : ℝ), r ^ 2 * ρ r
```

For the Gaussian the moments are \(\tfrac12\eta^{-5/2}\Gamma(5/2)\) and \(\tfrac12\eta^{-3/2}\Gamma(3/2)\). Since \(\Gamma(5/2)=\tfrac32\Gamma(3/2)\), their ratio is \(3/(2\eta)\). In the code, `hG` is the Gamma recursion and `hP` relates the two powers of \(\eta\).

```lean
/-- A Gaussian charge density with exponent `η > 0` has mean square radius `3 / (2 η)`. -/
theorem meanSquareRadius_gaussian {η : ℝ} (hη : 0 < η) :
    meanSquareRadius (gaussianProfile η) = 3 / (2 * η) := by
  have h4 := integral_rpow_mul_exp_neg_mul_rpow (p := 2) (q := 4) (b := η)
    (by norm_num) (by norm_num) hη
  have h2 := integral_rpow_mul_exp_neg_mul_rpow (p := 2) (q := 2) (b := η)
    (by norm_num) (by norm_num) hη
  -- both moments reduce to the same power of `η` and the same Gamma value
  have hG : Gamma ((4 + 1) / 2) = 3 / 2 * Gamma (3 / 2) := by
    rw [← Real.Gamma_add_one (by norm_num)]
    norm_num
  have hP : η ^ (-(4 + 1) / 2 : ℝ) = η ^ (-3 / 2 : ℝ) / η := by
    rw [← Real.rpow_sub_one hη.ne']
    norm_num
  have e3 : (2 + 1 : ℝ) = 3 := by norm_num
  rw [hG, hP] at h4
  rw [e3] at h2
  simp only [Real.rpow_ofNat] at h4 h2
  have hg : 0 < Gamma (3 / 2) := Real.Gamma_pos_of_pos (by norm_num)
  have hp : 0 < η ^ (-3 / 2 : ℝ) := Real.rpow_pos_of_pos hη _
  unfold meanSquareRadius gaussianProfile
  rw [h4, h2]
  generalize Gamma (3 / 2) = g at hg ⊢
  generalize η ^ (-3 / 2 : ℝ) = p at hp ⊢
  field_simp
```

For the sphere the ratio is \((R^5/5)/(R^3/3)=3R^2/5\). The code first turns the cut-off profile into an integral over \([0,R]\).

```lean
/-- A uniformly charged sphere of radius `R > 0` has mean square radius `3 R² / 5`. -/
theorem meanSquareRadius_uniform {R : ℝ} (hR : 0 < R) :
    meanSquareRadius (uniformProfile R) = 3 * R ^ 2 / 5 := by
  have h (n : ℕ) : ∫ r in Ioi (0 : ℝ), r ^ n * uniformProfile R r = ∫ r in (0 : ℝ)..R, r ^ n := by
    have e : (fun r : ℝ => r ^ n * uniformProfile R r) = (Iic R).indicator (fun r => r ^ n) := by
      funext r
      by_cases hr : r ≤ R <;> simp [uniformProfile, hr]
    rw [e, setIntegral_indicator measurableSet_Iic, Ioi_inter_Iic,
      ← intervalIntegral.integral_of_le hR.le]
  unfold meanSquareRadius
  rw [h, h, integral_pow, integral_pow]
  norm_num
  field_simp
```

Equating the two results gives \(3/(2\eta)=3R^2/5\), that is, \(\eta=5/(2R^2)\).

```lean
/-- For `η > 0` and `R > 0`, the two nuclear models have equal rms radii exactly when
`η = 5 / (2 R²)`. -/
theorem equal_rms_iff {η R : ℝ} (hη : 0 < η) (hR : 0 < R) :
    meanSquareRadius (gaussianProfile η) = meanSquareRadius (uniformProfile R) ↔
      η = 5 / (2 * R ^ 2) := by
  rw [meanSquareRadius_gaussian hη, meanSquareRadius_uniform hR,
    div_eq_div_iff (by positivity) (by norm_num), eq_div_iff (by positivity)]
  constructor <;> intro h <;> linarith
```

## The centre and the exterior

At \(r=0\) the Gaussian integrand is 1, so \(V_G(0)=-2Z\sqrt{\eta/\pi}\), while \(V_U(0)=-3Z/(2R)\). For \(Z>0\),

\[
V_G(0)<V_U(0)\iff \sqrt\eta>\frac{3\sqrt\pi}{4R}\iff \eta>\frac{9\pi}{16R^2}.
\]

The proof writes both values with the common factor \(-2Z/\sqrt\pi\) and compares what remains.

```lean
/-- For `Z > 0` and `R > 0`, the Gaussian nucleus is the more attractive one at the centre exactly
when its exponent exceeds `9π / (16 R²)`. -/
theorem centre_lt_iff {Z R : ℝ} (η : ℝ) (hZ : 0 < Z) (hR : 0 < R) :
    gaussianPotential Z η 0 < uniformPotential Z R 0 ↔ 9 * π / (16 * R ^ 2) < η := by
  have hs : 0 < √π := Real.sqrt_pos.2 Real.pi_pos
  have hc : 0 < 2 * Z / √π := by positivity
  have hG : gaussianPotential Z η 0 = -(2 * Z / √π) * √η := by simp [gaussianPotential]
  have hU : uniformPotential Z R 0 = -(2 * Z / √π) * (3 * √π / (4 * R)) := by
    rw [uniformPotential, if_pos hR.le]
    field_simp
    ring
  have hsq : 9 * π / (16 * R ^ 2) = (3 * √π / (4 * R)) ^ 2 := by
    rw [div_pow, mul_pow, mul_pow, Real.sq_sqrt Real.pi_pos.le]
    norm_num
  rw [hG, hU, hsq, ← Real.lt_sqrt (by positivity)]
  constructor
  · intro h
    by_contra hn
    have := mul_le_mul_of_nonneg_left (not_lt.1 hn) hc.le
    linarith
  · intro h
    have := mul_lt_mul_of_pos_left h hc
    linarith
```

For \(r\ge R\) the uniform potential is \(-Z/r\); at \(r=R\) the inner formula gives the same value. The Gaussian integral stops at a finite limit, so

\[
\int_0^{\sqrt\eta}e^{-r^2t^2}\,dt<\int_0^\infty e^{-r^2t^2}\,dt=\frac{\sqrt\pi}{2r}.
\]

Multiplication by \(-2Z/\sqrt\pi\) reverses the inequality and gives \(V_G(r)>-Z/r\). To obtain strictness, the code isolates a positive piece of the tail, from \(\sqrt\eta\) to \(\sqrt\eta+1\).

```lean
/-- For `Z > 0`, on and outside the surface of the sphere (`r ≥ R > 0`) the Gaussian potential lies
strictly above the uniform one, whatever the Gaussian exponent. -/
theorem uniform_lt_gaussian_outside {Z R r : ℝ} (η : ℝ) (hZ : 0 < Z) (hR : 0 < R) (hr : R ≤ r) :
    uniformPotential Z R r < gaussianPotential Z η r := by
  have hr0 : 0 < r := hR.trans_le hr
  have hs : 0 < √π := Real.sqrt_pos.2 Real.pi_pos
  have hU : uniformPotential Z R r = -(Z / r) := by
    unfold uniformPotential
    split_ifs with h
    · obtain rfl : r = R := le_antisymm h hr
      field_simp
      ring
    · rfl
  have hint : Integrable (fun t : ℝ => exp (-r ^ 2 * t ^ 2)) :=
    integrable_exp_neg_mul_sq (by positivity)
  -- the truncated Gaussian integral misses a positive tail
  have h1 := intervalIntegral.integral_add_adjacent_intervals
    (hint.intervalIntegrable (a := 0) (b := √η))
    (hint.intervalIntegrable (a := √η) (b := √η + 1))
  have h2 : 0 < ∫ t in √η..(√η + 1), exp (-r ^ 2 * t ^ 2) :=
    intervalIntegral.intervalIntegral_pos_of_pos hint.intervalIntegrable
      (fun t => Real.exp_pos _) (by linarith)
  have h3 : ∫ t in (0 : ℝ)..(√η + 1), exp (-r ^ 2 * t ^ 2) ≤ √π / r / 2 := by
    have e : √π / r / 2 = ∫ t in Ioi (0 : ℝ), exp (-r ^ 2 * t ^ 2) := by
      rw [integral_gaussian_Ioi, Real.sqrt_div Real.pi_pos.le, Real.sqrt_sq hr0.le]
    rw [e, intervalIntegral.integral_of_le (by positivity)]
    exact setIntegral_mono_set hint.integrableOn
      (Filter.Eventually.of_forall fun t => (Real.exp_pos _).le)
      (Filter.Eventually.of_forall fun t ht => Ioc_subset_Ioi_self ht)
  have h4 : ∫ t in (0 : ℝ)..√η, exp (-r ^ 2 * t ^ 2) < √π / r / 2 := by linarith
  have h5 := mul_lt_mul_of_pos_left h4 (show 0 < 2 * Z / √π by positivity)
  have h6 : 2 * Z / √π * (√π / r / 2) = Z / r := by field_simp
  rw [hU, gaussianPotential]
  linarith
```

## Concavity in the squared distance

Let \(q^2=ar^2+bs^2\) with \(a,b\ge0\) and \(a+b=1\). Convexity of the exponential gives, at each \(t\),

\[
e^{-q^2t^2}\le a\,e^{-r^2t^2}+b\,e^{-s^2t^2}.
\]

Integrating and multiplying by the non-positive prefactor yields \(aV_G(r)+bV_G(s)\le V_G(q)\).

```lean
/-- For `Z ≥ 0` the Gaussian potential is a concave function of the squared distance. -/
theorem gaussian_concave_in_sq {Z a b r s q : ℝ} (η : ℝ) (hZ : 0 ≤ Z) (ha : 0 ≤ a) (hb : 0 ≤ b)
    (hab : a + b = 1) (hq : q ^ 2 = a * r ^ 2 + b * s ^ 2) :
    a * gaussianPotential Z η r + b * gaussianPotential Z η s ≤ gaussianPotential Z η q := by
  have hi (c x : ℝ) : IntervalIntegrable (fun t : ℝ => c * exp (-x ^ 2 * t ^ 2)) volume 0 √η :=
    (by fun_prop : Continuous fun t : ℝ => c * exp (-x ^ 2 * t ^ 2)).intervalIntegrable _ _
  have hI : ∫ t in (0 : ℝ)..√η, exp (-q ^ 2 * t ^ 2) ≤
      a * (∫ t in (0 : ℝ)..√η, exp (-r ^ 2 * t ^ 2)) +
        b * ∫ t in (0 : ℝ)..√η, exp (-s ^ 2 * t ^ 2) := by
    rw [← intervalIntegral.integral_const_mul, ← intervalIntegral.integral_const_mul,
      ← intervalIntegral.integral_add (hi a r) (hi b s)]
    refine intervalIntegral.integral_mono_on (Real.sqrt_nonneg η)
      (by simpa using hi 1 q) ((hi a r).add (hi b s)) fun t _ => ?_
    -- convexity of the exponential at each `t`
    have h := convexOn_exp.2 (mem_univ (-r ^ 2 * t ^ 2)) (mem_univ (-s ^ 2 * t ^ 2)) ha hb hab
    simp only [smul_eq_mul] at h
    have e : -q ^ 2 * t ^ 2 = a * (-r ^ 2 * t ^ 2) + b * (-s ^ 2 * t ^ 2) := by
      linear_combination (-t ^ 2) * hq
    rw [e]
    exact h
  have h := mul_le_mul_of_nonneg_left hI (show 0 ≤ 2 * Z / √π by positivity)
  unfold gaussianPotential
  linarith
```

Inside the sphere \(V_U\) is linear in \(r^2\). Suppose \(V_U(r)\le V_G(r)\) and \(0\le r<s<R\). With \(b=(s^2-r^2)/(R^2-r^2)\), which is positive and less than 1, we have \(s^2=(1-b)r^2+bR^2\), and therefore

\[
V_U(s)=(1-b)V_U(r)+bV_U(R)<(1-b)V_G(r)+bV_G(R)\le V_G(s).
\]

The strict step is the surface inequality, weighted by \(b>0\). If \(s\ge R\), the exterior result applies directly. So once the Gaussian curve has reached the uniform one, it stays above it.

```lean
/-- For `Z > 0` and `R > 0`, once the Gaussian potential has reached or exceeded the uniform one at
some radius `r ≥ 0`, it lies strictly above it at every larger radius. -/
theorem stays_above {Z R r s : ℝ} (η : ℝ) (hZ : 0 < Z) (hR : 0 < R) (hr : 0 ≤ r) (hrs : r < s)
    (h : uniformPotential Z R r ≤ gaussianPotential Z η r) :
    uniformPotential Z R s < gaussianPotential Z η s := by
  rcases le_or_gt R s with hs | hs
  · exact uniform_lt_gaussian_outside η hZ hR hs
  -- write `s²` as a weighted mean of `r²` and `R²`
  have hd : 0 < R ^ 2 - r ^ 2 := by nlinarith
  obtain ⟨b, hb⟩ : ∃ b, b = (s ^ 2 - r ^ 2) / (R ^ 2 - r ^ 2) := ⟨_, rfl⟩
  have hb0 : 0 < b := by
    rw [hb]
    exact div_pos (by nlinarith) hd
  have hb1 : b ≤ 1 := by
    rw [hb, div_le_one hd]
    nlinarith
  have hbs : b * (R ^ 2 - r ^ 2) = s ^ 2 - r ^ 2 := by
    rw [hb, div_mul_cancel₀ _ hd.ne']
  have hq : s ^ 2 = (1 - b) * r ^ 2 + b * R ^ 2 := by linear_combination -hbs
  have hc := gaussian_concave_in_sq η hZ.le (sub_nonneg.2 hb1) hb0.le (by ring) hq
  have hU : uniformPotential Z R s =
      (1 - b) * uniformPotential Z R r + b * uniformPotential Z R R := by
    simp only [uniformPotential, if_pos hs.le, if_pos (hrs.trans hs).le, if_pos le_rfl]
    linear_combination (Z / (2 * R) / R ^ 2) * hq
  have h1 := mul_le_mul_of_nonneg_left h (sub_nonneg.2 hb1)
  have h2 := mul_lt_mul_of_pos_left (uniform_lt_gaussian_outside η hZ hR le_rfl) hb0
  linarith
```

## Neither potential bounds the other

At the matched exponent, the condition at the centre reads \(5/(2R^2)>9\pi/(16R^2)\), or \(40>9\pi\). The bound \(\pi\le4\) is enough.

In `neither_bounds`, `hZ`, `hR` and `hη` say that the charge, the sphere radius and the exponent are positive, and `hrms` says that the mean square radii agree. The conclusion has four parts: the Gaussian potential is strictly lower at the centre; it is strictly higher at every \(r\ge R\); it is not everywhere at most the uniform one; and it is not everywhere at least the uniform one. The last two range over \(r\ge0\) and follow from the values at \(R\) and at 0.

```lean
/-- For positive `Z`, `R` and `η`, at equal rms radii the Gaussian potential is strictly below the
uniform one at the centre and strictly above it at every `r ≥ R`, so neither potential bounds the
other. -/
theorem neither_bounds {Z R η : ℝ} (hZ : 0 < Z) (hR : 0 < R) (hη : 0 < η)
    (hrms : meanSquareRadius (gaussianProfile η) = meanSquareRadius (uniformProfile R)) :
    gaussianPotential Z η 0 < uniformPotential Z R 0 ∧
      (∀ r, R ≤ r → uniformPotential Z R r < gaussianPotential Z η r) ∧
      ¬ (∀ r, 0 ≤ r → gaussianPotential Z η r ≤ uniformPotential Z R r) ∧
      ¬ (∀ r, 0 ≤ r → uniformPotential Z R r ≤ gaussianPotential Z η r) := by
  have h0 : gaussianPotential Z η 0 < uniformPotential Z R 0 := by
    rw [centre_lt_iff η hZ hR, (equal_rms_iff hη hR).1 hrms,
      div_lt_div_iff₀ (by positivity) (by positivity)]
    nlinarith [mul_nonneg (sub_nonneg.2 Real.pi_le_four) (sq_nonneg R), pow_pos hR 2]
  have h1 := fun r (hr : R ≤ r) => uniform_lt_gaussian_outside η hZ hR hr
  exact ⟨h0, h1, fun h => not_lt_of_ge (h R hR.le) (h1 R le_rfl),
    fun h => not_lt_of_ge (h 0 le_rfl) h0⟩
```

For these two nuclear models at equal rms radius, an argument of the form “lower potential everywhere, hence lower energy” therefore has no valid premise in either direction. Which energy is lower remains a separate question, since the theorem concerns potentials alone.

## The single crossing

The difference between \(V_G\) and the inner parabola is continuous, negative at 0 and positive at \(R\). The intermediate value theorem gives a zero \(c\) with \(0<c<R\). Beyond \(c\), `stays_above` puts the Gaussian potential strictly higher. If \(V_U(r)\le V_G(r)\) held at some \(0\le r<c\), the same lemma would give \(V_U(c)<V_G(c)\), contradicting equality at \(c\). The order on both sides makes \(c\) the only crossing among physical radii.

```lean
/-- For positive `Z`, `R` and `η`, at equal rms radii the two potentials cross at a single radius
`c > 0`, inside the sphere: among radii `r ≥ 0`, the Gaussian one is strictly lower before it and
strictly higher beyond it. -/
theorem single_crossing {Z R η : ℝ} (hZ : 0 < Z) (hR : 0 < R) (hη : 0 < η)
    (hrms : meanSquareRadius (gaussianProfile η) = meanSquareRadius (uniformProfile R)) :
    ∃ c ∈ Ioo 0 R, gaussianPotential Z η c = uniformPotential Z R c ∧
      (∀ r, 0 ≤ r → r < c → gaussianPotential Z η r < uniformPotential Z R r) ∧
      (∀ r, c < r → uniformPotential Z R r < gaussianPotential Z η r) := by
  obtain ⟨h0, h1, -, -⟩ := neither_bounds hZ hR hη hrms
  have hR1 := h1 R le_rfl
  have hcont : Continuous (gaussianPotential Z η) :=
    continuous_const.mul
      (intervalIntegral.continuous_parametric_intervalIntegral_of_continuous'
        (f := fun r t : ℝ => exp (-r ^ 2 * t ^ 2))
        (by unfold Function.uncurry; fun_prop) 0 √η)
  have hf : Continuous fun r =>
      gaussianPotential Z η r - -(Z / (2 * R)) * (3 - r ^ 2 / R ^ 2) :=
    hcont.sub (by fun_prop)
  rw [uniformPotential, if_pos hR.le] at h0
  rw [uniformPotential, if_pos le_rfl] at hR1
  -- the difference changes sign between the centre and the surface
  obtain ⟨c, hc, hc0⟩ := intermediate_value_Ioo hR.le hf.continuousOn
    (show (0 : ℝ) ∈ Ioo _ _ from ⟨sub_neg.2 h0, sub_pos.2 hR1⟩)
  have heq : gaussianPotential Z η c = uniformPotential Z R c := by
    rw [uniformPotential, if_pos hc.2.le]
    exact sub_eq_zero.1 hc0
  refine ⟨c, hc, heq, fun r hr hrc => ?_, fun r hcr => stays_above η hZ hR hc.1.le hcr heq.ge⟩
  by_contra hn
  exact (stays_above η hZ hR hr hrc (not_lt.1 hn)).ne' heq

end

end FiniteNucleus
```

```lean
#print axioms FiniteNucleus.single_crossing
-- 'FiniteNucleus.single_crossing' depends on axioms: [propext, Classical.choice, Quot.sound]
```

## A Gaussian that is too diffuse

Without `hrms` both final theorems fail. For any \(R>0\) take \(\eta=1/R^2\), so that the mean square radii are \(3R^2/2\) for the Gaussian and \(3R^2/5\) for the sphere. At the centre \(V_G(0)=-2Z/(\sqrt\pi\,R)\approx-1.13\,Z/R\), which is already above \(V_U(0)=-1.5\,Z/R\). By `stays_above` the Gaussian potential is then higher at every \(r>0\) as well, so the uniform potential is a lower bound and there is no crossing.

The condition that matters here is \(\eta>9\pi/(16R^2)\), which this example violates. Equal radii are one way to guarantee that inequality, and the arguments above use them for nothing else.
